# The Least Squared Error over All Functions of a Descriptor Is the Squared Deviation within Descriptor Classes

Suppose that the training error of a machine-learned potential stops falling. More parameters and longer optimisation are natural responses, but both are wasted if the remaining error comes from structures that the descriptor fails to distinguish. A model that receives the same input for two structures must return the same energy for both, whatever their reference energies are. The stalled training error alone does not show whether the regression or the descriptor is at fault; comparing it with the least error that the descriptor allows helps to tell. For a fixed descriptor, a finite data set and an unweighted squared error in the energies, this least error can be computed before any model is trained.

## Splitting the error around the class averages

Let the structures be labelled by $i$ in a finite set, with reference energies $E_i\in\mathbb R$ and descriptors $D_i$ in any set $X$. A model is a function $f:X\to\mathbb R$, and its total squared error is

$$R(f)=\sum_i\bigl(E_i-f(D_i)\bigr)^2 .$$

For each descriptor value $x$ that occurs in the data, let $C_x=\{i: D_i=x\}$ be its class, $n_x$ the number of structures in the class, and $m_x=\frac1{n_x}\sum_{i\in C_x}E_i$ their average energy. The error floor is the squared deviation within the classes,

$$F=\sum_{x}\sum_{i\in C_x}(E_i-m_x)^2 ,$$

where $x$ runs over the occurring values.

Every structure lies in exactly one class, so $R(f)$ can be summed class by class. For $i\in C_x$, write $E_i-f(x)=(E_i-m_x)+(m_x-f(x))$. Squaring and summing over the class gives

$$\sum_{i\in C_x}(E_i-f(x))^2=\sum_{i\in C_x}(E_i-m_x)^2+n_x(m_x-f(x))^2+2(m_x-f(x))\sum_{i\in C_x}(E_i-m_x).$$

The last sum is $\sum_{i\in C_x}E_i-n_xm_x=0$. Adding the classes yields

$$R(f)=F+\sum_i\bigl(m_{D_i}-f(D_i)\bigr)^2 .$$

The second term is non-negative, and it vanishes exactly when $f(D_i)=m_{D_i}$ for every $i$. Hence $F$ is the minimum of $R$, and the minimisers are the models that return the class average on every descriptor in the data. Their values elsewhere are free.

Three consequences follow.

- **Zero floor.** $F=0$ means that each $E_i$ equals its class average, which holds exactly when equal descriptors imply equal energies.
- **Coarsening.** Let $g:X\to Y$ and replace $D_i$ by $g(D_i)$. A model $h$ on $Y$ has the same error as the model $h\circ g$ on $X$, so the coarser descriptor cannot have a lower floor.
- **One degenerate pair.** If $i\ne j$ share a descriptor with class average $m$, their contribution to $F$ is
$$(E_i-m)^2+(E_j-m)^2=\tfrac12(E_i-E_j)^2+\tfrac12(E_i+E_j-2m)^2\ge\tfrac12(E_i-E_j)^2 .$$

The floor is reached because $f$ may be any function. A restricted model family may not reach it. Take descriptors $0,1,2$ and energies $0,1,0$. All descriptors differ, so $F=0$, but the best affine function is the constant $\frac13$, with error $\frac23$. For such a family $F$ is still a lower bound.

## Computing the floor for a data set

With descriptors stored as the rows of an array `D` and energies in a vector `E`, the floor takes a few lines of NumPy:

```python
_, k = np.unique(D, axis=0, return_inverse=True)
k = k.ravel()
mean = np.bincount(k, weights=E) / np.bincount(k)
floor = np.sum((E - mean[k])**2)
```

This groups rows that are exactly equal. If the descriptors are first rounded to absorb numerical noise, the result is the floor for models that see only the rounded values. A model that sees the unrounded ones may do better.

## Structures, classes and errors in Lean

The structures form a finite type `ι`. The descriptor spaces `X` and `Y` carry no metric or topology, so models need not be continuous.

```lean
import Mathlib

open Finset

namespace DegenerateDescriptors

noncomputable section

variable {ι X Y : Type*} [Fintype ι] [DecidableEq X] [DecidableEq Y]
```

The class $C_x$ is the finite set of structures whose descriptor equals `x`.

```lean
/-- The structures whose descriptor has the value `x`. -/
def descriptorClass (D : ι → X) (x : X) : Finset ι :=
  univ.filter (fun i => D i = x)
```

The average $m_x$ is `classMean E D x`. It is defined for every `x` in `X`; where no structure has that descriptor, Lean's convention for division by zero gives the value 0, which never enters the error.

```lean
/-- The average energy of the structures with descriptor `x`. -/
def classMean (E : ι → ℝ) (D : ι → X) (x : X) : ℝ :=
  (∑ i ∈ descriptorClass D x, E i) / ((descriptorClass D x).card : ℝ)
```

The error $R(f)$ is `fitError E D f`. It is a total and not a mean, so a root-mean-square error follows on dividing by the number of structures and taking the square root. Forces and stresses do not enter.

```lean
/-- The total squared error of the model `f`, which sees a structure only through
its descriptor. -/
def fitError (E : ι → ℝ) (D : ι → X) (f : X → ℝ) : ℝ :=
  ∑ i, (E i - f (D i)) ^ 2
```

The floor $F$ is defined from the data alone, without reference to a minimum. The set `univ.image D` contains each occurring descriptor value once.

```lean
/-- The total squared deviation of the energies from their class averages, summed class by
class over the descriptor values that occur. -/
def errorFloor (E : ι → ℝ) (D : ι → X) : ℝ :=
  ∑ x ∈ univ.image D, ∑ i ∈ descriptorClass D x, (E i - classMean E D x) ^ 2
```

## The decomposition

The first lemma is the regrouping by class. It holds for any quantity `g` attached to the structures.

```lean
/-- A sum over all structures can be taken class by class. -/
theorem sum_by_class (D : ι → X) (g : ι → ℝ) :
    ∑ x ∈ univ.image D, ∑ i ∈ descriptorClass D x, g i = ∑ i, g i :=
  Finset.sum_fiberwise_of_maps_to (fun _ hi => mem_image_of_mem D hi) g
```

The next lemma states that deviations from the class average cancel. An empty class gives an empty sum. Otherwise the class size is non-zero, and `hm` records $n_xm_x=\sum_{i\in C_x}E_i$, which is subtracted from itself in the last line.

```lean
/-- Within each class the deviations from the average energy sum to zero. -/
theorem sum_deviation_eq_zero (E : ι → ℝ) (D : ι → X) (x : X) :
    ∑ i ∈ descriptorClass D x, (E i - classMean E D x) = 0 := by
  rcases (descriptorClass D x).eq_empty_or_nonempty with h | h
  · simp [h]
  · have hc : ((descriptorClass D x).card : ℝ) ≠ 0 := by
      exact_mod_cast h.card_pos.ne'
    have hm : ((descriptorClass D x).card : ℝ) * classMean E D x
        = ∑ i ∈ descriptorClass D x, E i := by
      unfold classMean
      field_simp
    rw [Finset.sum_sub_distrib, Finset.sum_const, nsmul_eq_mul, hm, sub_self]
```

The decomposition follows the derivation above. Both sums over structures are rewritten class by class, and `Finset.sum_congr` reduces the claim to a single class. There `hx` replaces `D i` by `x`, `ring` expands the square, and the preceding lemma removes the cross term.

```lean
/-- The squared error of any model is the within-class squared deviation plus the squared distance
of the model from the class averages, summed over the structures. -/
theorem fitError_decomposition (E : ι → ℝ) (D : ι → X) (f : X → ℝ) :
    fitError E D f
      = errorFloor E D + ∑ i, (classMean E D (D i) - f (D i)) ^ 2 := by
  unfold fitError errorFloor
  rw [← sum_by_class D (fun i => (E i - f (D i)) ^ 2),
    ← sum_by_class D (fun i => (classMean E D (D i) - f (D i)) ^ 2),
    ← Finset.sum_add_distrib]
  refine Finset.sum_congr rfl fun x _ => ?_
  have hx : ∀ i ∈ descriptorClass D x, D i = x := by
    intro i hi
    simpa [descriptorClass] using hi
  -- expand the square around the class average; the cross term sums to zero
  calc ∑ i ∈ descriptorClass D x, (E i - f (D i)) ^ 2
      = ∑ i ∈ descriptorClass D x, ((E i - classMean E D x) ^ 2
          + (classMean E D (D i) - f (D i)) ^ 2
          + 2 * (classMean E D x - f x) * (E i - classMean E D x)) :=
        Finset.sum_congr rfl fun i hi => by rw [hx i hi]; ring
    _ = _ := by
        rw [Finset.sum_add_distrib, Finset.sum_add_distrib, ← Finset.mul_sum,
          sum_deviation_eq_zero, mul_zero, add_zero]
```

## The minimum and its minimisers

`Set.range (fitError E D)` is the set of errors reached by all models. `IsLeast` says that the floor belongs to this set and is a lower bound for it. The second half of the theorem characterises the minimisers.

The proof has three parts, each of which starts from the decomposition. The class-average model makes the extra term zero; for any other model that term is a sum of squares and so non-negative; and a sum of squares vanishes only if every term does.

```lean
/-- The within-class squared deviation is the smallest squared error any function of the descriptor
can reach, and a model reaches it exactly when it returns the class average on every descriptor in
the data. -/
theorem errorFloor_isLeast (E : ι → ℝ) (D : ι → X) :
    IsLeast (Set.range (fitError E D)) (errorFloor E D) ∧
      ∀ f : X → ℝ, fitError E D f = errorFloor E D ↔
        ∀ i, f (D i) = classMean E D (D i) := by
  refine ⟨⟨⟨classMean E D, ?_⟩, ?_⟩, fun f => ?_⟩
  · rw [fitError_decomposition]
    simp
  · rintro _ ⟨f, rfl⟩
    rw [fitError_decomposition]
    exact le_add_of_nonneg_right (Finset.sum_nonneg fun i _ => sq_nonneg _)
  · rw [fitError_decomposition, add_eq_left,
      Finset.sum_eq_zero_iff_of_nonneg (fun i _ => sq_nonneg _)]
    constructor
    · intro h i
      have hi := pow_eq_zero_iff (two_ne_zero) |>.mp (h i (mem_univ i))
      linarith
    · intro h i _
      rw [h i]
      ring
```

For interatomic potentials, the floor is a lower bound on the total squared energy error of any model on a finite data set once `D i` contains everything the model sees of structure `i`. For a potential that sums atomic contributions, each a fixed function of that atom's descriptor alone, `D i` can be the collection of atomic descriptors, counted with multiplicity. If the function also depends on the atom's element, the element has to be included in the atomic descriptor. Because its energy is a sum of such contributions, a potential of this kind may be unable to reach the floor.

## Zero floor, coarser descriptors and degenerate pairs

In the criterion for a zero floor, `hatt` says that the class-average model attains the floor. If the floor is zero, each of its residuals vanishes, and two structures with one descriptor have the same energy. For the converse, Lean takes a slightly different route from the one above: `Function.extend D E 0` is the model that returns `E i` at `D i` and 0 at values that do not occur. It fits without error, so the floor is at most zero.

```lean
/-- The error floor vanishes exactly when structures with equal descriptors have equal
energies. -/
theorem errorFloor_eq_zero_iff (E : ι → ℝ) (D : ι → X) :
    errorFloor E D = 0 ↔ ∀ i j, D i = D j → E i = E j := by
  have hatt := ((errorFloor_isLeast E D).2 (classMean E D)).2 fun _ => rfl
  constructor
  · intro h i j hij
    rw [h, fitError, Finset.sum_eq_zero_iff_of_nonneg (fun i _ => sq_nonneg _)] at hatt
    have hi := pow_eq_zero_iff (two_ne_zero) |>.mp (hatt i (mem_univ i))
    have hj := pow_eq_zero_iff (two_ne_zero) |>.mp (hatt j (mem_univ j))
    rw [hij] at hi
    linarith
  · intro h
    -- the energy is a function of the descriptor, and that function fits without error
    have hf : Function.FactorsThrough E D := fun i j hij => h i j hij
    have h0 : fitError E D (Function.extend D E 0) = 0 := by
      unfold fitError
      refine Finset.sum_eq_zero fun i _ => ?_
      rw [hf.extend_apply]
      ring
    have hle := (errorFloor_isLeast E D).1.2 ⟨Function.extend D E 0, rfl⟩
    have hnn : 0 ≤ errorFloor E D :=
      Finset.sum_nonneg fun x _ => Finset.sum_nonneg fun i _ => sq_nonneg _
    linarith
```

For coarsening, the new descriptor is `g ∘ D`. Its best model, composed with `g`, is one of the models on the original descriptor, so its error is at least the original floor.

```lean
/-- Replacing a descriptor by a function of it never lowers the error floor. -/
theorem errorFloor_le_of_coarsening (E : ι → ℝ) (D : ι → X) (g : X → Y) :
    errorFloor E D ≤ errorFloor E (g ∘ D) := by
  rw [← ((errorFloor_isLeast E (g ∘ D)).2 (classMean E (g ∘ D))).2 fun _ => rfl]
  -- a model on the coarse descriptor is also a model on the fine one
  exact (errorFloor_isLeast E D).1.2 ⟨classMean E (g ∘ D) ∘ g, rfl⟩
```

The pair bound assumes `hD`, that the two descriptors agree. Its proof writes the floor as the error of the class-average model. If `i = j`, the left side is zero. Otherwise all terms except those of `i` and `j` are discarded, and the square supplied to `nlinarith` is the one in the identity for a degenerate pair.

```lean
/-- Two structures with the same descriptor force an error floor of at least half their
squared energy difference. -/
theorem half_sq_gap_le_errorFloor (E : ι → ℝ) (D : ι → X) {i j : ι} (hD : D i = D j) :
    (E i - E j) ^ 2 / 2 ≤ errorFloor E D := by
  classical
  rw [← ((errorFloor_isLeast E D).2 (classMean E D)).2 fun _ => rfl]
  unfold fitError
  by_cases hij : i = j
  · subst hij
    have := Finset.sum_nonneg fun k (_ : k ∈ (univ : Finset ι)) =>
      sq_nonneg (E k - classMean E D (D k))
    simpa using this
  · -- keep only the two degenerate structures in the sum
    have hsub := Finset.sum_le_sum_of_subset_of_nonneg (Finset.subset_univ {i, j})
      fun k _ _ => sq_nonneg (E k - classMean E D (D k))
    rw [Finset.sum_pair hij, hD] at hsub
    nlinarith [sq_nonneg (E i + E j - 2 * classMean E D (D j))]
```

The factor one half is the best possible, as a data set of two structures shows. Here `![a, b]` lists the energies, and the descriptor takes the single value `()`. The best model returns $(a+b)/2$, each residual has magnitude $|a-b|/2$, and this is also the root-mean-square error.

```lean
/-- For two structures with energies `a` and `b` and one common descriptor, the error floor
equals half the squared energy difference. -/
theorem errorFloor_two_structures (a b : ℝ) :
    errorFloor ![a, b] (fun _ : Fin 2 => ()) = (a - b) ^ 2 / 2 := by
  rw [← ((errorFloor_isLeast ![a, b] (fun _ : Fin 2 => ())).2
    (classMean ![a, b] (fun _ : Fin 2 => ()))).2 fun _ => rfl]
  simp [fitError, classMean, descriptorClass, Fin.sum_univ_two]
  ring

end

end DegenerateDescriptors
```

```lean
#print axioms DegenerateDescriptors.errorFloor_isLeast
-- 'DegenerateDescriptors.errorFloor_isLeast' depends on axioms: [propext, Classical.choice, Quot.sound]
#print axioms DegenerateDescriptors.errorFloor_eq_zero_iff
-- 'DegenerateDescriptors.errorFloor_eq_zero_iff' depends on axioms: [propext, Classical.choice, Quot.sound]
#print axioms DegenerateDescriptors.half_sq_gap_le_errorFloor
-- 'DegenerateDescriptors.half_sq_gap_le_errorFloor' depends on axioms: [propext, Classical.choice, Quot.sound]
#print axioms DegenerateDescriptors.errorFloor_two_structures
-- 'DegenerateDescriptors.errorFloor_two_structures' depends on axioms: [propext, Classical.choice, Quot.sound]
```
